# The first-order response of SP2 purification for a fixed sequence of steps

Purifying a matrix with and without a perturbation of size t, subtracting, and dividing by t gives a poor derivative at both ends. A large t lets in higher orders, while a small t makes the subtraction cancel most of the digits. Differentiating X² as if X were a number, to get 2XY, fails as well when X and its derivative Y do not commute.

For a fixed finite sequence of SP2 steps, the derivative can be carried along in a second matrix. It can also be read from an ordinary SP2 run on a matrix of twice the size.

## Matrices, branches and runs

All matrices are real and square, with rows and columns labelled by a finite type `n`. No symmetry, commutation or bound on the spectrum is assumed. In the subscripts of X_n and Y_n, by contrast, n counts steps.

In Lean 4 with Mathlib:

```lean
import Mathlib

open Matrix

namespace SP2Response

noncomputable section

variable {n : Type*} [Fintype n]
```

SP2, second-order spectral projection, has two branches.

```lean
/-- The two branches of second-order spectral projection (SP2). -/
inductive Branch
  | square
  | reflect
```

Write s_b(X) for `step b X`, the result of branch b. It is X² for `square` and 2X − X² for `reflect`.

```lean
/-- One SP2 step: `X ↦ X²` or `X ↦ 2X - X²`. -/
def step : Branch → Matrix n n ℝ → Matrix n n ℝ
  | .square, X => X * X
  | .reflect, X => (2 : ℝ) • X - X * X
```

Write r_b(X, Y) for `responseStep b X Y`, the accompanying update of Y. Here X is the matrix before the step.

```lean
/-- The update of the first-order matrix `Y` that accompanies one SP2 step on `X`:
`Y ↦ XY + YX` or `Y ↦ 2Y - XY - YX`. -/
def responseStep : Branch → Matrix n n ℝ → Matrix n n ℝ → Matrix n n ℝ
  | .square, X, Y => X * Y + Y * X
  | .reflect, X, Y => (2 : ℝ) • Y - X * Y - Y * X
```

A run is a list l of branches, applied from the first to the last. Write P_l(X) for `purify l X`; this is X_n when l has n entries and the run starts from X.

```lean
/-- The matrix `X_n` reached from `X` by a finite sequence of SP2 steps, first step first. -/
def purify : List Branch → Matrix n n ℝ → Matrix n n ℝ
  | [], X => X
  | b :: l, X => purify l (step b X)
```

Write R_l(X, Y) for `response l X Y`. It is the matrix Y_n obtained when X and Y are propagated together.

```lean
/-- The matrix `Y_n` reached from `Y` when the pair `(X, Y)` is propagated together
through a finite sequence of SP2 steps. -/
def response : List Branch → Matrix n n ℝ → Matrix n n ℝ → Matrix n n ℝ
  | [], _, Y => Y
  | b :: l, X, Y => response l (step b X) (responseStep b X Y)
```

The list is given in advance. A program that picks branches from the trace of X must therefore use the same list for the perturbed and unperturbed matrices if the statements below are to apply.

Derivatives are taken entry by entry, so no matrix norm has to be chosen. `HasDerivAt f c t₀` says that f is differentiable at t₀ with derivative c.

## (a) The velocity after one step

A matrix X(t) moves along a curve, and each entry X_ij(t) has derivative Y_ij at t₀. Show that

d/dt s_b(X(t))_ij = r_b(X(t₀), Y)_ij at t = t₀.

For the square, write out the product and differentiate each term, keeping the factors in order:

(X²)_ij = Σ_k X_ik X_kj

d/dt (X²)_ij = Σ_k (Y_ik X_kj + X_ik Y_kj) = (YX + XY)_ij.

The other branch is 2X − X², so its derivative is 2Y − XY − YX.

In the code, `hsq` is the calculation for the square, with `fun_mul` as the product rule and `fun_sum` for the sum over k. The `reflect` case subtracts it from the derivative of 2X. `congr_deriv` replaces a derivative by an equal expression.

```lean
/-- If a matrix moves along a curve with velocity `Y` at `t₀`, then after one SP2 step
its velocity at `t₀` is the updated `Y`. -/
theorem hasDerivAt_step (b : Branch) (X : ℝ → Matrix n n ℝ) (Y : Matrix n n ℝ) (t₀ : ℝ)
    (hX : ∀ i j, HasDerivAt (fun t => X t i j) (Y i j) t₀) (i j : n) :
    HasDerivAt (fun t => step b (X t) i j) (responseStep b (X t₀) Y i j) t₀ := by
  -- product rule for the matrix square, keeping the order of the factors
  have hsq : HasDerivAt (fun t => (X t * X t) i j) ((X t₀ * Y + Y * X t₀) i j) t₀ := by
    have h : HasDerivAt (fun t => ∑ k, X t i k * X t k j)
        (∑ k, (Y i k * X t₀ k j + X t₀ i k * Y k j)) t₀ :=
      HasDerivAt.fun_sum fun k _ => (hX i k).fun_mul (hX k j)
    simp only [Matrix.mul_apply]
    refine h.congr_deriv ?_
    simp only [Matrix.add_apply, Matrix.mul_apply, Finset.sum_add_distrib]
    ring
  cases b with
  | square => exact hsq
  | reflect =>
    have h := ((hX i j).const_mul 2).fun_sub hsq
    simp only [step, responseStep, Matrix.sub_apply, Matrix.smul_apply, smul_eq_mul]
    refine h.congr_deriv ?_
    simp only [Matrix.add_apply]
    ring
```

## (b) The chain rule for a run

Under the same assumption on X(t), show for every list l that

d/dt P_l(X(t))_ij = R_l(X(t₀), Y)_ij at t = t₀.

Use induction on the list. With no steps, P_l(X) = X and R_l(X, Y) = Y, so the claim is the assumption itself.

If the list starts with b and continues with l, part (a) says that the curve s_b(X(t)) has velocity r_b(X(t₀), Y). The induction hypothesis, applied to this new curve, gives the velocity after the remaining steps:

R_l(s_b(X(t₀)), r_b(X(t₀), Y)).

By definition this is the response for the full list. Since the curve changes at each step, the induction must hold for all curves and velocities, which is what `generalizing X Y` provides.

```lean
/-- Chain rule for a whole SP2 run: along any curve of matrices with velocity `Y` at `t₀`,
the purified matrix has the propagated response as its velocity at `t₀`. -/
theorem hasDerivAt_purify (l : List Branch) (X : ℝ → Matrix n n ℝ) (Y : Matrix n n ℝ)
    (t₀ : ℝ) (hX : ∀ i j, HasDerivAt (fun t => X t i j) (Y i j) t₀) (i j : n) :
    HasDerivAt (fun t => purify l (X t) i j) (response l (X t₀) Y i j) t₀ := by
  induction l generalizing X Y with
  | nil => exact hX i j
  | cons b l ih =>
    exact ih (fun t => step b (X t)) (responseStep b (X t₀) Y) (hasDerivAt_step b X Y t₀ hX)
```

## (c) One step on a doubled matrix

Put X in both diagonal blocks, Y in the upper right corner and zero in the lower left. Show that an ordinary SP2 step gives

s_b([[X, Y], [0, X]]) = [[s_b(X), r_b(X, Y)], [0, s_b(X)]].

Block multiplication gives

[[X, Y], [0, X]]² = [[X², XY + YX], [0, X²]].

This settles the square. For the other branch, subtract this from twice the doubled matrix. The diagonal blocks become 2X − X², the corner becomes 2Y − XY − YX, and the lower left stays zero.

`fromBlocks` builds the doubled matrix, whose index type is two copies of `n`. `fromBlocks_multiply` is the block product, and `ext (i | i) (j | j)` compares the four blocks entry by entry.

```lean
/-- One ordinary SP2 step on the doubled matrix `[[X, Y], [0, X]]` performs the step on `X`
in the diagonal blocks and the response update of `Y` in the corner block. -/
theorem step_fromBlocks (b : Branch) (X Y : Matrix n n ℝ) :
    step b (fromBlocks X Y 0 X) =
      fromBlocks (step b X) (responseStep b X Y) 0 (step b X) := by
  cases b with
  | square => simp [step, responseStep, fromBlocks_multiply]
  | reflect =>
    ext (i | i) (j | j) <;> simp [step, responseStep, fromBlocks_multiply]
    ring
```

## (d) A whole run on the doubled matrix

Show that

P_l([[X, Y], [0, X]]) = [[P_l(X), R_l(X, Y)], [0, P_l(X)]].

For the empty list both sides are the starting matrix. Otherwise part (c) shows that the first step returns a matrix of the same block form, with X replaced by s_b(X) and Y by r_b(X, Y). The induction hypothesis handles the rest of the run. The code does this by rewriting with `step_fromBlocks` and then with `ih`.

```lean
/-- An ordinary SP2 run on `[[X, Y], [0, X]]` ends in `[[X_n, Y_n], [0, X_n]]`. -/
theorem purify_fromBlocks (l : List Branch) (X Y : Matrix n n ℝ) :
    purify l (fromBlocks X Y 0 X) =
      fromBlocks (purify l X) (response l X Y) 0 (purify l X) := by
  induction l generalizing X Y with
  | nil => rfl
  | cons b l ih =>
    simp only [purify, response]
    rw [step_fromBlocks, ih]
```

## (e) The response to a perturbation V

Start from X₀ + tV. Show that the propagated matrix is the derivative of the purified one, and that the doubled run contains it:

d/dt P_l(X₀ + tV)_ij = R_l(X₀, V)_ij at t = 0

P_l([[X₀, V], [0, X₀]]) = [[P_l(X₀), R_l(X₀, V)], [0, P_l(X₀)]].

The entries of the line are (X₀)_ij + tV_ij, with derivative V_ij. Part (b) at t₀ = 0 gives the first equation, because the line passes through X₀ there. The second is part (d) with X = X₀ and Y = V.

In the code, `hline` supplies the velocity of the line and `h0` its value at t = 0.

```lean
/-- For any real square `X₀` and `V` and any finite sequence of SP2 steps, the propagated
`Y_n` is the entrywise derivative at `t = 0` of the result started from `X₀ + tV`, and the
same steps applied to `[[X₀, V], [0, X₀]]` give `[[X_n, Y_n], [0, X_n]]`. -/
theorem sp2_response (l : List Branch) (X₀ V : Matrix n n ℝ) :
    (∀ i j, HasDerivAt (fun t : ℝ => purify l (X₀ + t • V) i j) (response l X₀ V i j) 0) ∧
    purify l (fromBlocks X₀ V 0 X₀) =
      fromBlocks (purify l X₀) (response l X₀ V) 0 (purify l X₀) := by
  refine ⟨fun i j => ?_, purify_fromBlocks l X₀ V⟩
  -- the straight line `X₀ + tV` has velocity `V`
  have hline : ∀ i j, HasDerivAt (fun t : ℝ => (X₀ + t • V) i j) (V i j) 0 := by
    intro i j
    have h := ((hasDerivAt_id' (0 : ℝ)).mul_const (V i j)).const_add (X₀ i j)
    simp only [Matrix.add_apply, Matrix.smul_apply, smul_eq_mul]
    exact h.congr_deriv (one_mul _)
  have h := hasDerivAt_purify l (fun t : ℝ => X₀ + t • V) V 0 hline i j
  have h0 : X₀ + (0 : ℝ) • V = X₀ := by rw [zero_smul, add_zero]
  exact h.congr_deriv (by simp only [h0])
```

## (f) The response of an expectation value

Let A be a real square matrix that does not depend on t. Show that

d/dt tr(A P_l(X₀ + tV)) = tr(A R_l(X₀, V)) at t = 0.

Write the trace as a double sum:

tr(A P_l) = Σ_i Σ_k A_ik (P_l)_ki.

Each A_ik is constant, and part (e) gives the derivative of each (P_l)_ki. Summing these derivatives gives the trace on the right. The two uses of `fun_sum` are the two sums, and `const_mul` takes out A_ik.

```lean
/-- The first-order change of `tr(A X_n)` under the perturbation `X₀ + tV`
is `tr(A Y_n)`, for any real square matrix `A`. -/
theorem hasDerivAt_expectation (l : List Branch) (A X₀ V : Matrix n n ℝ) :
    HasDerivAt (fun t : ℝ => trace (A * purify l (X₀ + t • V)))
      (trace (A * response l X₀ V)) 0 := by
  simp only [Matrix.trace, Matrix.diag_apply, Matrix.mul_apply]
  exact HasDerivAt.fun_sum fun i _ => HasDerivAt.fun_sum fun k _ =>
    ((sp2_response l X₀ V).1 k i).const_mul (A i k)
```

## (g) A perturbation of finite size

Let X and X' be any two real square matrices of the same size; the prime is a label and not a derivative. Show that

P_l([[X, X − X'], [0, X']]) = [[P_l(X), P_l(X) − P_l(X')], [0, P_l(X')]].

After squaring, the corner is

X(X − X') + (X − X')X' = X² − XX' + XX' − X'² = X² − X'².

For the other branch it is

2(X − X') − (X² − X'²) = (2X − X²) − (2X' − X'²).

In both cases the corner is again the difference of the diagonal blocks, so induction carries this form through the run. `hstep` is this one-step identity.

```lean
/-- Finite perturbations: an SP2 run on `[[X, X - X'], [0, X']]` puts the exact difference
of the two purified matrices in the corner block. -/
theorem purify_finite_difference (l : List Branch) (X X' : Matrix n n ℝ) :
    purify l (fromBlocks X (X - X') 0 X') =
      fromBlocks (purify l X) (purify l X - purify l X') 0 (purify l X') := by
  induction l generalizing X X' with
  | nil => rfl
  | cons b l ih =>
    -- the mixed products cancel: `X(X - X') + (X - X')X' = X² - X'²`
    have hstep : step b (fromBlocks X (X - X') 0 X') =
        fromBlocks (step b X) (step b X - step b X') 0 (step b X') := by
      cases b <;> ext (i | i) (j | j) <;>
        simp [step, fromBlocks_multiply, Matrix.mul_sub, Matrix.sub_mul]
      ring
    simp only [purify]
    rw [hstep, ih]

end

end SP2Response
```

```lean
#print axioms SP2Response.sp2_response
#print axioms SP2Response.hasDerivAt_expectation
#print axioms SP2Response.purify_finite_difference
```

```
'SP2Response.sp2_response' depends on axioms: [propext, Classical.choice, Quot.sound]
'SP2Response.hasDerivAt_expectation' depends on axioms: [propext, Classical.choice, Quot.sound]
'SP2Response.purify_finite_difference' depends on axioms: [propext, Classical.choice, Quot.sound]
```

## A response run for the Hamiltonian H₀ + tH₁

In an orthonormal basis, let e_min and e_max, with e_min < e_max, be fixed bounds on the spectrum of H₀. The run starts from

X₀ = (e_max I − H₀)/(e_max − e_min)

V = −H₁/(e_max − e_min),

where I is the unit matrix. At each step the program compares tr X with the number of occupied orbitals. It squares X if the trace is too large and otherwise uses 2X − X². It updates Y with the same branch and the old X, before X is overwritten. For symmetric X and Y, the product YX is the transpose of XY, so the response costs one extra matrix product per step.

At the end, if each occupied orbital holds one electron, tr(A Y_n) is the derivative at t = 0 of the computed one-electron property with fixed matrix A, with the branches kept as they were chosen for X₀. If each holds two electrons, the derivative is 2 tr(A Y_n). No eigenvectors are computed. This is for non-interacting electrons with a given H₁. In a self-consistent calculation H₁ depends on the response density, and the run is repeated until the two agree.

That X_n approaches the projector onto the occupied orbitals, and Y_n the response of that projector, is a separate matter that needs an energy gap and a suitable choice of branches. Linear-scaling programs usually discard small matrix elements along the way; the equations here assume that none are discarded.
